# Divergence of √(2/(2 − b)) as b approaches 2 from below

The theorem `cc_root_diverges` says that √(2/(2 − b)) tends to +∞ as the real number b approaches 2 from below. In physical terms this is a quantity that blows up at a critical value of a parameter, but the file contains no Hamiltonian, wavefunction or coupled-cluster equation from which the expression is derived, so only the limit itself is at stake. The attempt first shows that 2 − b tends to 0 through positive values. It then concludes that the inverse of 2 − b tends to +∞, and that multiplying by 2 and taking the square root preserve this.

The failing Lean file:

```lean
import Mathlib

open Matrix Filter Topology

namespace TruncatedCoupledCluster

noncomputable section

/-- The expression `√(2/(2-b))` grows without bound as `b` tends to 2 from below. -/
theorem cc_root_diverges :
    Tendsto (fun b : ℝ => √(2 / (2 - b))) (𝓝[<] 2) atTop := by
  have h0 : Tendsto (fun b : ℝ => 2 - b) (𝓝 2) (𝓝 0) :=
    Continuous.tendsto' (by fun_prop) 2 0 (by norm_num)
  have h1 : Tendsto (fun b : ℝ => 2 - b) (𝓝[<] 2) (𝓝[>] 0) := by
    refine tendsto_nhdsWithin_iff.2 ⟨h0.mono_left nhdsWithin_le_nhds, ?_⟩
    filter_upwards [self_mem_nhdsWithin] with b hb
    exact sub_pos.2 hb
  have h2 := (tendsto_inv_nhdsGT_zero.comp h1).const_mul_atTop (zero_lt_two' ℝ)
  simp only [div_eq_mul_inv]
  exact Real.tendsto_sqrt_atTop.comp h2

end

end TruncatedCoupledCluster
```

Lean reports:

```
Main.lean:17:20: error: Application type mismatch: The argument
  hb
has type
  b ∈ Set.Iio 2
but is expected to have type
  ?m.150 < ?m.149
in the application
  sub_pos.mpr hb
```

Fix (accepted with no message):

```diff
@@ -15,5 +15,7 @@
     refine tendsto_nhdsWithin_iff.2 ⟨h0.mono_left nhdsWithin_le_nhds, ?_⟩
     filter_upwards [self_mem_nhdsWithin] with b hb
-    exact sub_pos.2 hb
+    have hb' : b < 2 := hb
+    change (0 : ℝ) < 2 - b
+    linarith
   have h2 := (tendsto_inv_nhdsGT_zero.comp h1).const_mul_atTop (zero_lt_two' ℝ)
   simp only [div_eq_mul_inv]
```

What went wrong. The error lies in the step showing that 2 − b is positive. The hypothesis `hb` has type `b ∈ Set.Iio 2`, which means `b < 2` by definition but is written as set membership. `sub_pos.2` expects a strict inequality, and the message shows both of its sides still undetermined (`?m.150 < ?m.149`) when `hb` is checked. Lean did not unfold the membership to match that pattern, so it rejected the argument.

The repair states the inequality outright: in `have hb' : b < 2 := hb` both sides are known, and Lean accepts `hb` by unfolding the definition. The goal is also a membership, in `Set.Ioi 0`, and `change` restates it as `0 < 2 - b`, an explicit inequality that `linarith` can work on. `linarith` then derives it from `hb'`, taking the place of `sub_pos`.
